# Moving a coordinate past a power of the Laplacian on real polynomials

The lemma gives the commutator of a positive power of the Laplacian with multiplication by a coordinate, acting on real polynomials in d variables. For every natural number k and polynomial p, it states that Δᵏ⁺¹(xᵢp) = xᵢΔᵏ⁺¹p + 2(k+1)Δᵏ(∂ᵢp). The setting is purely algebraic: d is finite, and no inner product or normalisation enters. The attempt first shows that partial derivatives commute with each other, and hence with the Laplacian, then gets the formula for a single Laplacian from the product rule, and reaches higher powers by induction on k.

As first written in Lean, the proof fails:

```lean
import Mathlib

open MvPolynomial MeasureTheory

namespace LaplacianPowXMul

noncomputable section

variable {d : ℕ} {a : ℝ}

/-- The Laplacian on polynomials, the sum of the second partial derivatives. -/
def laplacian : Module.End ℝ (MvPolynomial (Fin d) ℝ) :=
  ∑ i, (pderiv i).toLinearMap ∘ₗ (pderiv i).toLinearMap

/-- Moving the coordinate `X i` through the `(k + 1)`-th power of the Laplacian adds `2(k + 1)`
times the `k`-th power applied to the `i`-th partial derivative. -/
theorem laplacian_pow_X_mul (i : Fin d) (k : ℕ) (p : MvPolynomial (Fin d) ℝ) :
    (laplacian ^ (k + 1)) (X i * p) = X i * (laplacian ^ (k + 1)) p
      + (2 * ((k : ℝ) + 1)) • (laplacian ^ k) (pderiv i p) := by
  have hL (p : MvPolynomial (Fin d) ℝ) : laplacian p = ∑ j, pderiv j (pderiv j p) := by
    simp [laplacian]
  have hc (j : Fin d) (p : MvPolynomial (Fin d) ℝ) :
      pderiv j (pderiv i p) = pderiv i (pderiv j p) := by
    have h : ⁅pderiv (R := ℝ) j, pderiv i⁆ = 0 := by
      refine MvPolynomial.derivation_ext fun l => ?_
      rw [Derivation.commutator_apply, pderiv_X, pderiv_X, Pi.single_apply, Pi.single_apply]
      split_ifs <;> simp
    have h' := congrArg (fun D => D p) h
    simpa [Derivation.commutator_apply, sub_eq_zero] using h'
  have hcomm (p : MvPolynomial (Fin d) ℝ) :
      pderiv i (laplacian p) = laplacian (pderiv i p) := by
    simp only [hL, map_sum, hc]
  have h1 (p : MvPolynomial (Fin d) ℝ) :
      laplacian (X i * p) = X i * laplacian p + (2 : ℝ) • pderiv i p := by
    have hj (j : Fin d) : pderiv j (pderiv j (X i * p))
        = X i * pderiv j (pderiv j p) + if j = i then (2 : ℝ) • pderiv j p else 0 := by
      by_cases h : j = i
      · subst h
        rw [pderiv_mul, pderiv_X_self, one_mul, map_add, pderiv_mul, pderiv_X_self,
          if_pos rfl, two_smul]
        ring
      · rw [pderiv_mul, pderiv_X_of_ne (Ne.symm h), zero_mul, zero_add, pderiv_mul,
          pderiv_X_of_ne (Ne.symm h), if_neg h]
        ring
    simp only [hL, hj, Finset.sum_add_distrib, ← Finset.mul_sum, Finset.sum_ite_eq',
      Finset.mem_univ, if_true]
  induction k generalizing p with
  | zero => simp [h1]
  | succ k ih =>
    rw [pow_succ, Module.End.mul_apply, h1, map_add, ih, map_smul, hcomm,
      Module.End.mul_apply, ← Module.End.mul_apply (laplacian ^ k), ← pow_succ]
    push_cast
    module

end

end LaplacianPowXMul
```

The compiler's answer:

```
Main.lean:24:33: error: typeclass instance problem is stuck
  CommSemiring ?m.129

Note: Lean will not try to resolve this typeclass instance problem because the type argument to `CommSemiring` is a metavariable. This argument must be fully determined before Lean will try to resolve the typeclass.

Hint: Adding type annotations and supplying implicit arguments to functions can give Lean more information for typeclass resolution. For example, if you have a variable `x` that you intend to be a `Nat`, but Lean reports it as having an unresolved type like `?m`, replacing `x` with `(x : Nat)` can get typeclass resolution un-stuck.
```

Diagnosis. The error points at the second `pderiv` in `⁅pderiv (R := ℝ) j, pderiv i⁆ = 0`. The index `i : Fin d` fixes the variables of the polynomial ring but not its coefficients, so `pderiv i` still needs to be told its coefficient ring `R`. The first `pderiv` has `(R := ℝ)`, but this does not carry over to the second, because Lean's bracket notation allows its two arguments to have different types. The `0` on the right does not supply the ring either. Lean is therefore left looking for a `CommSemiring` structure on an unknown type, `?m.129`, and it will not start that search until the type is known.

The repair writes `pderiv (R := ℝ) i` in the second place too. Both entries are then derivations of the same real polynomial ring, and the bracket is their commutator, as the proof intends. Nothing else in the file had to change.

After these edits no error is left:

```diff
@@ -22,5 +22,5 @@
   have hc (j : Fin d) (p : MvPolynomial (Fin d) ℝ) :
       pderiv j (pderiv i p) = pderiv i (pderiv j p) := by
-    have h : ⁅pderiv (R := ℝ) j, pderiv i⁆ = 0 := by
+    have h : ⁅pderiv (R := ℝ) j, pderiv (R := ℝ) i⁆ = 0 := by
       refine MvPolynomial.derivation_ext fun l => ?_
       rw [Derivation.commutator_apply, pderiv_X, pderiv_X, Pi.single_apply, Pi.single_apply]
```
